# The exponential of a real two-level Hamiltonian with non-zero coupling

A two-level system with real coupling b ≠ 0 and diagonal energies m + a and m − a has the Hamiltonian H = [[m + a, b], [b, m − a]], whose eigenvalues are m ± w, where w² = a² + b². The lemma gives the matrix exponential of H itself, with no factor of time or inverse temperature, in closed form: exp H = eᵐ [cosh w · I + (sinh w / w)(H − m I)]. All the parameters are real numbers, and w may be either square root. The proof puts unnormalised eigenvectors in the columns of a matrix `S`, exponentiates the two eigenvalues, and conjugates back with `S`.

Lean 4 with Mathlib refuses this proof:

```lean
import Mathlib

open Matrix NormedSpace

namespace OperatorOrderExponential

noncomputable section

/-- The exponential of a real two-level Hamiltonian with mean energy `m`, half-detuning `a`,
coupling `b ≠ 0` and half-splitting `w`. -/
theorem exp_two_level (m a b w : ℝ) (hb : b ≠ 0) (h : w ^ 2 = a ^ 2 + b ^ 2) :
    NormedSpace.exp !![m + a, b; b, m - a] =
      !![Real.exp m * Real.cosh w + a * (Real.exp m * (Real.sinh w / w)),
          b * (Real.exp m * (Real.sinh w / w));
        b * (Real.exp m * (Real.sinh w / w)),
          Real.exp m * Real.cosh w - a * (Real.exp m * (Real.sinh w / w))] := by
  have hw : w ≠ 0 := by
    rintro rfl
    have : 0 < b ^ 2 := by positivity
    nlinarith [sq_nonneg a]
  -- the columns of S are the eigenvectors
  obtain ⟨S, hS⟩ : ∃ S : Matrix (Fin 2) (Fin 2) ℝ, S = !![b, b; w - a, -w - a] := ⟨_, rfl⟩
  have hdet : IsUnit S.det := by
    rw [hS, Matrix.det_fin_two_of]
    have e : b * (-w - a) - b * (w - a) = -(2 * b * w) := by ring
    rw [e]
    exact (neg_ne_zero.2 (mul_ne_zero (mul_ne_zero two_ne_zero hb) hw)).isUnit
  have hU : IsUnit S := (Matrix.isUnit_iff_isUnit_det S).2 hdet
  have hev : ∀ p q : ℝ, !![p + a * q, b * q; b * q, p - a * q] * S
      = S * !![p + w * q, 0; 0, p - w * q] := by
    intro p q
    rw [hS]
    ext i j
    fin_cases i <;> fin_cases j <;> simp [Matrix.mul_apply, Fin.sum_univ_two] <;>
      first
        | ring
        | linear_combination (-q) * h
  have hcan : ∀ p q : ℝ, !![p + a * q, b * q; b * q, p - a * q]
      = S * !![p + w * q, 0; 0, p - w * q] * S⁻¹ := by
    intro p q
    rw [← hev, Matrix.mul_assoc, Matrix.mul_nonsing_inv _ hdet, Matrix.mul_one]
  have hdiag : ∀ x y : ℝ, !![x, 0; 0, y] = Matrix.diagonal ![x, y] := by
    intro x y
    ext i j
    fin_cases i <;> fin_cases j <;> simp
  have hk : w * (Real.sinh w / w) = Real.sinh w := by field_simp
  -- exponentiate the two eigenvalues
  have hD : NormedSpace.exp !![m + w, 0; 0, m - w] =
      !![Real.exp m * Real.cosh w + w * (Real.exp m * (Real.sinh w / w)), 0;
        0, Real.exp m * Real.cosh w - w * (Real.exp m * (Real.sinh w / w))] := by
    rw [hdiag, hdiag, Matrix.exp_diagonal]
    congr 1
    ext i
    rw [Pi.exp_apply, ← Real.exp_eq_exp_ℝ]
    fin_cases i
    · change Real.exp (m + w) = Real.exp m * Real.cosh w + w * (Real.exp m * (Real.sinh w / w))
      rw [Real.exp_add, ← Real.cosh_add_sinh w]
      linear_combination (-(Real.exp m)) * hk
    · change Real.exp (m - w) = Real.exp m * Real.cosh w - w * (Real.exp m * (Real.sinh w / w))
      rw [sub_eq_add_neg, Real.exp_add, ← Real.cosh_sub_sinh w]
      linear_combination (Real.exp m) * hk
  have h1 := hcan m 1
  simp only [mul_one] at h1
  rw [h1, Matrix.exp_conj _ _ hU, hD]
  exact (hcan _ _).symm

end

end OperatorOrderExponential
```

Lean reports:

```
Try this:
  [apply] ring_nf
  
  The `ring` tactic failed to close the goal. Use `ring_nf` to obtain a normal form.
    
  Note that `ring` works primarily in *commutative* rings. If you have a noncommutative ring, abelian group or module, consider using `noncomm_ring`, `abel` or `module` instead.
Try this:
  [apply] ring_nf
  
  The `ring` tactic failed to close the goal. Use `ring_nf` to obtain a normal form.
    
  Note that `ring` works primarily in *commutative* rings. If you have a noncommutative ring, abelian group or module, consider using `noncomm_ring`, `abel` or `module` instead.
Main.lean:30:46: error: unsolved goals
case «1».«0»
m a b w : ℝ
hb : b ≠ 0
h : w ^ 2 = a ^ 2 + b ^ 2
hw : w ≠ 0
S : Matrix (Fin 2) (Fin 2) ℝ
hS : S = !![b, b; w - a, -w - a]
hdet : IsUnit S.det
hU : IsUnit S
p q : ℝ
⊢ b ^ 2 * q - q * a * w + q * a ^ 2 - p * a + p * w = -(q * a * w) + q * w ^ 2 - p * a + p * w

case «1».«1»
m a b w : ℝ
hb : b ≠ 0
h : w ^ 2 = a ^ 2 + b ^ 2
hw : w ≠ 0
S : Matrix (Fin 2) (Fin 2) ℝ
hS : S = !![b, b; w - a, -w - a]
hdet : IsUnit S.det
hU : IsUnit S
p q : ℝ
⊢ b ^ 2 * q + q * a * w + q * a ^ 2 - p * a - p * w = q * a * w + q * w ^ 2 - p * a - p * w
Main.lean:54:8: error(lean.unknownIdentifier): Unknown identifier `Pi.exp_apply`
```

Diagnosis. The unsolved goals are the two lower entries of the eigenvector equation, which hold only by the hypothesis `h : w ^ 2 = a ^ 2 + b ^ 2`. `ring` does not use `h`. When it cannot close a goal it falls back to `ring_nf`, which here rewrote the goal without an error. `first` took that as success and never tried `linear_combination (-q) * h`, so the rewritten goals were left over. `ring1` has no such fallback: it fails if it cannot close the goal, and `first` then goes on to the alternative that uses `h`.

The other error says that Lean found nothing under the name `Pi.exp_apply`. The step needs the fact that a component of the exponential of a vector is the exponential of that component. The repair proves this as `hpi`, by applying `NormedSpace.map_exp` to evaluation at `i`, which is a continuous ring homomorphism, and rewrites with `hpi` instead.

The mended proof, as a diff:

```diff
@@ -34,5 +34,5 @@
     fin_cases i <;> fin_cases j <;> simp [Matrix.mul_apply, Fin.sum_univ_two] <;>
       first
-        | ring
+        | ring1
         | linear_combination (-q) * h
   have hcan : ∀ p q : ℝ, !![p + a * q, b * q; b * q, p - a * q]
@@ -44,4 +44,8 @@
     ext i j
     fin_cases i <;> fin_cases j <;> simp
+  have hpi : ∀ (v : Fin 2 → ℝ) (i : Fin 2),
+      NormedSpace.exp v i = NormedSpace.exp (v i) := by
+    intro v i
+    exact NormedSpace.map_exp (Pi.evalRingHom (fun _ : Fin 2 => ℝ) i) (continuous_apply i) v
   have hk : w * (Real.sinh w / w) = Real.sinh w := by field_simp
   -- exponentiate the two eigenvalues
@@ -52,5 +56,5 @@
     congr 1
     ext i
-    rw [Pi.exp_apply, ← Real.exp_eq_exp_ℝ]
+    rw [hpi, ← Real.exp_eq_exp_ℝ]
     fin_cases i
     · change Real.exp (m + w) = Real.exp m * Real.cosh w + w * (Real.exp m * (Real.sinh w / w))
```
